# The McLachlan velocity of an unnormalised two-level state and its overlap with Hx

The theorem `twoLevel_rate` concerns the two-level Hamiltonian H = diag(0, 1) and the unnormalised state x = (1, 1), with velocities restricted to the real multiples of (0, 1 − i). It states that H is symmetric, that d = (0, (1 − i)/2) makes the residual ‖d + iHx‖ of the Schrödinger equation smallest among these velocities, and that Re⟨d, Hx⟩ = 1/2. Since x has squared norm 2, scaling it to unit norm scales d by the same factor and turns this last value into 1/4. The attempt checks the symmetry in components, gets the minimum from the criterion `isMcLachlan_iff`, and leaves the overlap to `simp` once Hx has been replaced by (0, 1).

As first written in Lean, the proof fails:

```lean
import Mathlib

open Complex
open scoped InnerProductSpace

namespace TwoLevelRate

variable {E : Type*} [NormedAddCommGroup E] [InnerProductSpace ℂ E]

/-- McLachlan's principle: among the velocities in the real subspace `U`, the velocity `d`
makes the residual `‖d + iHx‖` of the Schrödinger equation smallest. -/
def IsMcLachlan (H : E →ₗ[ℂ] E) (U : Submodule ℝ E) (x d : E) : Prop :=
  d ∈ U ∧ ∀ u ∈ U, ‖d + I • H x‖ ≤ ‖u + I • H x‖

/-- The squared norm of `t u + r` is a quadratic polynomial in the real number `t`. -/
theorem norm_sq_smul_add (u r : E) (t : ℝ) :
    ‖t • u + r‖ ^ 2 = t ^ 2 * ‖u‖ ^ 2 + 2 * t * (⟪u, r⟫_ℂ).re + ‖r‖ ^ 2 := by
  rw [← Complex.coe_smul, norm_add_sq (𝕜 := ℂ), inner_smul_left, norm_smul, mul_pow]
  simp only [Complex.norm_real, Real.norm_eq_abs, sq_abs, Complex.conj_ofReal,
    RCLike.re_eq_complex_re, Complex.re_ofReal_mul]
  ring

/-- A velocity in `U` obeys McLachlan's principle exactly when the real part of the overlap
of the residual with every velocity in `U` vanishes. -/
theorem isMcLachlan_iff {H : E →ₗ[ℂ] E} {U : Submodule ℝ E} {x d : E} :
    IsMcLachlan H U x d ↔ d ∈ U ∧ ∀ u ∈ U, (⟪u, d + I • H x⟫_ℂ).re = 0 := by
  constructor
  · rintro ⟨hd, hmin⟩
    refine ⟨hd, fun u hu => ?_⟩
    -- the quadratic in `t` is nonnegative, so its discriminant is not positive
    have hq : ∀ t : ℝ, 0 ≤ ‖u‖ ^ 2 * (t * t) + 2 * (⟪u, d + I • H x⟫_ℂ).re * t + 0 := by
      intro t
      have h1 := hmin (t • u + d) (U.add_mem (U.smul_mem t hu) hd)
      rw [add_assoc] at h1
      have h2 := pow_le_pow_left₀ (norm_nonneg _) h1 2
      rw [norm_sq_smul_add] at h2
      linarith
    have hdisc := discrim_le_zero hq
    unfold discrim at hdisc
    have hsq : (⟪u, d + I • H x⟫_ℂ).re ^ 2 = 0 :=
      le_antisymm (by linarith) (sq_nonneg _)
    exact pow_eq_zero_iff (two_ne_zero) |>.1 hsq
  · rintro ⟨hd, h⟩
    refine ⟨hd, fun u hu => (sq_le_sq₀ (norm_nonneg _) (norm_nonneg _)).1 ?_⟩
    have h1 := norm_sq_smul_add (u - d) (d + I • H x) 1
    have e : (1 : ℝ) • (u - d) + (d + I • H x) = u + I • H x := by
      rw [one_smul]; abel
    rw [e, h _ (U.sub_mem hu hd)] at h1
    nlinarith [sq_nonneg ‖u - d‖]

/-- The two-level Hamiltonian `diag(0, 1)`. -/
def twoLevel : EuclideanSpace ℂ (Fin 2) →ₗ[ℂ] EuclideanSpace ℂ (Fin 2) where
  toFun v := !₂[0, v 1]
  map_add' v w := by ext i; fin_cases i <;> simp
  map_smul' c v := by ext i; fin_cases i <;> simp

/-- For the symmetric Hamiltonian `diag(0, 1)`, the state `x = (1, 1)` and the real span of
`(0, 1 - i)`, the McLachlan velocity is `d = (0, (1 - i)/2)`, and `Re ⟨d, Hx⟩ = 1/2`. -/
theorem twoLevel_rate :
    twoLevel.IsSymmetric ∧
    IsMcLachlan twoLevel (Submodule.span ℝ {!₂[0, 1 - I]}) !₂[1, 1] !₂[0, (1 - I) / 2] ∧
    (⟪!₂[0, (1 - I) / 2], twoLevel !₂[1, 1]⟫_ℂ).re = 1 / 2 := by
  have hx : twoLevel !₂[1, 1] = !₂[0, 1] := rfl
  refine ⟨fun v w => ?_, isMcLachlan_iff.2 ⟨?_, fun u hu => ?_⟩, ?_⟩
  · simp [twoLevel, PiLp.inner_apply, Fin.sum_univ_two]
  · refine Submodule.mem_span_singleton.2 ⟨1 / 2, ?_⟩
    ext i
    fin_cases i
    · simp
    · simp [Complex.real_smul]
      ring
  · obtain ⟨c, rfl⟩ := Submodule.mem_span_singleton.1 hu
    -- the residual is orthogonal to the spanning vector in the real sense
    have key : (⟪!₂[0, 1 - I], !₂[0, (1 - I) / 2] + I • !₂[0, 1]⟫_ℂ).re = 0 := by
      simp [PiLp.inner_apply, Fin.sum_univ_two]
      norm_num
    rw [hx, ← Complex.coe_smul, inner_smul_left, Complex.conj_ofReal,
      Complex.re_ofReal_mul, key, mul_zero]
  · rw [hx]
    simp [PiLp.inner_apply, Fin.sum_univ_two]

end TwoLevelRate
```

The compiler's answer:

```
Main.lean:79:2: error: unsolved goals
case refine_4
hx : twoLevel !₂[1, 1] = !₂[0, 1]
⊢ ((1 + I) / (starRingEnd ℂ) 2).re = 2⁻¹
```

Cause. The error is in the last part, the value of Re⟨d, Hx⟩. `simp` expands the inner product, which conjugates its first argument, and gets as far as `((1 + I) / (starRingEnd ℂ) 2).re = 2⁻¹`. Here `starRingEnd ℂ` is complex conjugation. The equation is true, since the conjugate of 2 is 2 and the real part of (1 + i)/2 is 1/2, but `simp` stops with the conjugate still in the denominator and the real part of the quotient not worked out, so the goal stays open.

The repair supplies both steps. `h2` proves that 2 is its own conjugate, because its imaginary part is zero. `e` writes (1 + i)/2 as the real number 1/2 times 1 + i, which is the form `Complex.re_ofReal_mul` needs to take the real factor out of the real part. After these rewrites only 1/2 times the real part of 1 + i is left to compare with `2⁻¹`, and the final `simp` does that. The line `rw [hx]` is only moved below the two new facts.

This version goes through:

```diff
@@ -77,6 +77,12 @@
     rw [hx, ← Complex.coe_smul, inner_smul_left, Complex.conj_ofReal,
       Complex.re_ofReal_mul, key, mul_zero]
-  · rw [hx]
+  · have h2 : (starRingEnd ℂ) 2 = 2 := Complex.conj_eq_iff_im.2 (by norm_num)
+    have e : (1 + I) / 2 = ((1 / 2 : ℝ) : ℂ) * (1 + I) := by
+      push_cast
+      ring
+    rw [hx]
     simp [PiLp.inner_apply, Fin.sum_univ_two]
+    rw [h2, e, Complex.re_ofReal_mul]
+    simp
 
 end TwoLevelRate
```
